# Three points at least d apart with circumradius at most d span a triangle of area at least (√3/4) d²

## Disc centres, edge determinant and circumradius

The points p, q, r are the centres of three equal hard discs of diameter d > 0 in the Euclidean plane. Coordinates carry the indices 0 and 1, as in Lean.

```lean
import Mathlib

open Matrix

namespace DelaunayTriangleBound

noncomputable section
```

The type `Plane` is ℝ² with the Euclidean distance, so `dist` is the ordinary length.

```lean
/-- The Euclidean plane. -/
abbrev Plane := EuclideanSpace ℝ (Fin 2)
```

Write u = q − p and v = r − p for the edge vectors from p. Their determinant is

D = u₀v₁ − u₁v₀.

It is twice the signed area of the triangle; its sign records the orientation, and the bound concerns |D|.

```lean
/-- The determinant of the edge vectors `q - p` and `r - p`, twice the signed area
of the triangle `p q r`. -/
def edgeDet (p q r : Plane) : ℝ :=
  Matrix.det !![q 0 - p 0, q 1 - p 1; r 0 - p 0, r 1 - p 1]
```

Two conditions are imposed. The discs do not overlap, so the centres are pairwise at least d apart. There is also a point o at a common distance R ≤ ρ from all three centres. The bound will use ρ = d, which stands for a packing without large holes: if the circle about o had radius at least d and no centre inside it, another disc would fit at o. A Delaunay triangle is one whose circumcircle has no disc centre inside it; the theorems below do not assume this.

```lean
/-- Three disc centres pairwise at least `d` apart, with a point at equal distance
at most `ρ` from all three. -/
def PackedTriangle (d ρ : ℝ) (p q r : Plane) : Prop :=
  d ≤ dist p q ∧ d ≤ dist p r ∧ d ≤ dist q r ∧
    ∃ o : Plane, ∃ R : ℝ, R ≤ ρ ∧ dist o p = R ∧ dist o q = R ∧ dist o r = R
```

The triangle could also have been modelled as a Mathlib simplex with its built-in circumradius. Affine independence would then be part of the data, whereas here D ≠ 0 follows from the separation and the common equidistant point. With the explicit o and R, the hypothesis is stated through distances alone.

The squared sides are

A = |pq|², B = |pr|², C = |qr|².

With m = d², the extremal triangles will have squared sides m, m, m or m, m, 3m. The second kind is half of a 60° rhombus of side d, cut along its long diagonal. `MinimalSides` lists the possible orders.

```lean
/-- Three squared side lengths are all `m`, or two are `m` and the third is `3 m`. -/
def MinimalSides (m A B C : ℝ) : Prop :=
  (A = m ∧ B = m ∧ C = m) ∨ (A = m ∧ B = m ∧ C = 3 * m) ∨
    (A = m ∧ B = 3 * m ∧ C = m) ∨ (A = 3 * m ∧ B = m ∧ C = m)
```

## The determinant from the side lengths

Squared distances are first written in Cartesian coordinates:

|pq|² = (p₀ − q₀)² + (p₁ − q₁)².

```lean
/-- The squared distance of two points of the plane in Cartesian coordinates. -/
theorem dist_sq (p q : Plane) :
    dist p q ^ 2 = (p 0 - q 0) ^ 2 + (p 1 - q 1) ^ 2 := by
  rw [EuclideanSpace.dist_eq, Real.sq_sqrt (by positivity)]
  simp [Fin.sum_univ_two, Real.dist_eq, sq_abs]
```

Since C = |u − v|² = A + B − 2u·v and D² = AB − (u·v)²,

4D² = 4AB − (A + B − C)²
  = 2(AB + BC + CA) − A² − B² − C².

This is Heron's formula. In Lean both sides become polynomials in the coordinates, and `ring` compares them.

```lean
/-- Heron's formula: the squared determinant in terms of the squared side lengths. -/
theorem heron (p q r : Plane) :
    4 * edgeDet p q r ^ 2 =
      2 * (dist p q ^ 2 * dist p r ^ 2 + dist p r ^ 2 * dist q r ^ 2
        + dist q r ^ 2 * dist p q ^ 2)
      - (dist p q ^ 2) ^ 2 - (dist p r ^ 2) ^ 2 - (dist q r ^ 2) ^ 2 := by
  simp only [dist_sq, edgeDet, Matrix.det_fin_two_of]
  ring
```

## The determinant from the circumradius

Put w = o − p. Then |w|² = R², and the equal distances to q and r give

|u|² = 2u·w, |v|² = 2v·w.

Solving these two linear equations for w by Cramer's rule gives

2D w₀ = A v₁ − B u₁,
2D w₁ = B u₀ − A v₀.

Squaring and adding,

4R²D² = A²B + B²A − 2AB u·v = AB(A + B − 2u·v) = ABC.

In the proof, `e0` and `e1` are the Cramer equations, and the `calc` block squares and adds them. The last lines insert the coordinates of the points.

```lean
/-- If `o` has distance `R` from all three corners, the product of the squared sides
is `4 R²` times the squared determinant. -/
theorem circumradius_relation {o p q r : Plane} {R : ℝ}
    (hp : dist o p = R) (hq : dist o q = R) (hr : dist o r = R) :
    dist p q ^ 2 * dist p r ^ 2 * dist q r ^ 2 = 4 * R ^ 2 * edgeDet p q r ^ 2 := by
  -- the identity for edge vectors `u`, `v` and centre `w`, seen from the corner `p`
  have key : ∀ u0 u1 v0 v1 w0 w1 : ℝ,
      u0 ^ 2 + u1 ^ 2 = 2 * (u0 * w0 + u1 * w1) →
      v0 ^ 2 + v1 ^ 2 = 2 * (v0 * w0 + v1 * w1) →
      (u0 ^ 2 + u1 ^ 2) * (v0 ^ 2 + v1 ^ 2) * ((u0 - v0) ^ 2 + (u1 - v1) ^ 2)
        = 4 * (w0 ^ 2 + w1 ^ 2) * (u0 * v1 - u1 * v0) ^ 2 := by
    intro u0 u1 v0 v1 w0 w1 h1 h2
    -- Cramer's rule for the centre
    have e0 : 2 * (u0 * v1 - u1 * v0) * w0
        = (u0 ^ 2 + u1 ^ 2) * v1 - (v0 ^ 2 + v1 ^ 2) * u1 := by
      linear_combination (-v1) * h1 + u1 * h2
    have e1 : 2 * (u0 * v1 - u1 * v0) * w1
        = (v0 ^ 2 + v1 ^ 2) * u0 - (u0 ^ 2 + u1 ^ 2) * v0 := by
      linear_combination v0 * h1 - u0 * h2
    calc _ = ((u0 ^ 2 + u1 ^ 2) * v1 - (v0 ^ 2 + v1 ^ 2) * u1) ^ 2
          + ((v0 ^ 2 + v1 ^ 2) * u0 - (u0 ^ 2 + u1 ^ 2) * v0) ^ 2 := by ring
      _ = _ := by rw [← e0, ← e1]; ring
  have hP : (o 0 - p 0) ^ 2 + (o 1 - p 1) ^ 2 = R ^ 2 := by rw [← dist_sq, hp]
  have hQ : (o 0 - q 0) ^ 2 + (o 1 - q 1) ^ 2 = R ^ 2 := by rw [← dist_sq, hq]
  have hS : (o 0 - r 0) ^ 2 + (o 1 - r 1) ^ 2 = R ^ 2 := by rw [← dist_sq, hr]
  have k := key (q 0 - p 0) (q 1 - p 1) (r 0 - p 0) (r 1 - p 1) (o 0 - p 0) (o 1 - p 1)
    (by linear_combination hQ - hP) (by linear_combination hS - hP)
  simp only [dist_sq, edgeDet, Matrix.det_fin_two_of]
  linear_combination k + 4 * ((q 0 - p 0) * (r 1 - p 1) - (q 1 - p 1) * (r 0 - p 0)) ^ 2 * hP
```

## Small triangles have minimal sides

Let H = 2(AB + BC + CA) − A² − B² − C², and suppose that

A, B, C ≥ m, ABC ≤ mH, H ≤ 3m².

Let C be the largest of the three. From AB ≥ m²,

m²C ≤ ABC ≤ mH ≤ 3m³,

so C ≤ 3m. Next,

(A + B − C)² ≤ AB.

If A + B − C ≥ 0, this holds because A + B − C is at most A and at most B. If it is negative, then A + B − C ≥ 2m − 3m = −m, so its square is at most m² ≤ AB. Geometrically, the largest angle lies between 60° and 120°.

Therefore H = 4AB − (A + B − C)² ≥ 3AB. With H ≤ 3m² this gives AB ≤ m², which forces A = B = m. The two inequalities now read

4m² − (2m − C)² ≤ 3m² and (2m − C)² ≤ m².

Together they give (2m − C)² = m², or

(C − m)(C − 3m) = 0.

The local statement `sorted` contains this argument, with `ht` as the angle inequality and `hz` as the final product. The remaining lines find the longest side and permute the labels.

```lean
/-- For `m > 0`, squared sides `A, B, C ≥ m` whose Heron expression is at least `A B C / m` and at
most `3 m²` are `m, m, m` or `m, m, 3 m` in some order. -/
theorem minimalSides_of_le {m A B C : ℝ} (hm : 0 < m) (hA : m ≤ A) (hB : m ≤ B) (hC : m ≤ C)
    (h : A * B * C ≤ m * (2 * (A * B + B * C + C * A) - A ^ 2 - B ^ 2 - C ^ 2))
    (hS : 2 * (A * B + B * C + C * A) - A ^ 2 - B ^ 2 - C ^ 2 ≤ 3 * m ^ 2) :
    MinimalSides m A B C := by
  -- the case in which the last side is the longest
  have sorted : ∀ A B C : ℝ, m ≤ A → m ≤ B → A ≤ C → B ≤ C →
      A * B * C ≤ m * (2 * (A * B + B * C + C * A) - A ^ 2 - B ^ 2 - C ^ 2) →
      2 * (A * B + B * C + C * A) - A ^ 2 - B ^ 2 - C ^ 2 ≤ 3 * m ^ 2 →
      A = m ∧ B = m ∧ (C = m ∨ C = 3 * m) := by
    intro A B C hA hB hAC hBC h hS
    have hAB : m ^ 2 ≤ A * B := by
      rw [sq]; exact mul_le_mul hA hB hm.le (by linarith)
    have hC3 : C ≤ 3 * m := by
      have h1 : m ^ 2 * C ≤ A * B * C := mul_le_mul_of_nonneg_right hAB (by linarith)
      have h2 := mul_le_mul_of_nonneg_left hS hm.le
      have h3 : m ^ 2 * C ≤ m ^ 2 * (3 * m) := by linarith
      exact le_of_mul_le_mul_left h3 (by positivity)
    -- the largest angle lies between 60 and 120 degrees
    have ht : (A + B - C) ^ 2 ≤ A * B := by
      rcases le_total 0 (A + B - C) with h0 | h0
      · rw [sq]; exact mul_le_mul (by linarith) (by linarith) h0 (by linarith)
      · exact (sq_le_sq' (by linarith) (by linarith)).trans hAB
    have hAB' : A * B ≤ m * m := by nlinarith
    have h1 : A * m ≤ A * B := mul_le_mul_of_nonneg_left hB (by linarith)
    have h2 : m * B ≤ A * B := mul_le_mul_of_nonneg_right hA (by linarith)
    have eA : A = m := le_antisymm (le_of_mul_le_mul_right (h1.trans hAB') hm) hA
    have eB : B = m := le_antisymm (le_of_mul_le_mul_left (h2.trans hAB') hm) hB
    rw [eA, eB] at ht hS
    have hz : (C - m) * (C - 3 * m) = 0 := by apply le_antisymm <;> nlinarith
    refine ⟨eA, eB, ?_⟩
    rcases mul_eq_zero.mp hz with h0 | h0
    · left; linarith
    · right; linarith
  have hmax : (A ≤ C ∧ B ≤ C) ∨ (A ≤ B ∧ C ≤ B) ∨ (B ≤ A ∧ C ≤ A) := by
    rcases le_total A B with h | h
    · rcases le_total B C with k | k
      · exact Or.inl ⟨h.trans k, k⟩
      · exact Or.inr (Or.inl ⟨h, k⟩)
    · rcases le_total A C with k | k
      · exact Or.inl ⟨k, h.trans k⟩
      · exact Or.inr (Or.inr ⟨h, k⟩)
  unfold MinimalSides
  rcases hmax with k | k | k
  · have := sorted A B C hA hB k.1 k.2 h hS
    tauto
  · have := sorted A C B hA hC k.1 k.2 (by linarith) (by linarith)
    tauto
  · have := sorted B C A hB hC k.1 k.2 (by linarith) (by linarith)
    tauto
```

For the triangle itself H = 4D². Because R ≤ d,

ABC = 4R²D² ≤ m · 4D² = mH.

The assumptions of the algebraic lemma therefore hold whenever 4D² ≤ 3d⁴.

```lean
/-- A packed triangle with circumradius at most `d` and `4 det² ≤ 3 d⁴` has
squared sides `d², d², d²` or `d², d², 3 d²` in some order. -/
theorem minimalSides_of_det_le {d : ℝ} {p q r : Plane} (hd : 0 < d)
    (h : PackedTriangle d d p q r) (hD : 4 * edgeDet p q r ^ 2 ≤ 3 * (d ^ 2) ^ 2) :
    MinimalSides (d ^ 2) (dist p q ^ 2) (dist p r ^ 2) (dist q r ^ 2) := by
  obtain ⟨hpq, hpr, hqr, o, R, hR, hp, hq, hr⟩ := h
  have hR0 : 0 ≤ R := hp ▸ dist_nonneg
  have hR2 : R ^ 2 ≤ d ^ 2 := pow_le_pow_left₀ hR0 hR 2
  apply minimalSides_of_le (by positivity) (pow_le_pow_left₀ hd.le hpq 2)
    (pow_le_pow_left₀ hd.le hpr 2) (pow_le_pow_left₀ hd.le hqr 2)
  · rw [← heron, circumradius_relation hp hq hr]
    have := mul_le_mul_of_nonneg_right hR2 (sq_nonneg (edgeDet p q r))
    linarith
  · rw [← heron]; exact hD
```

## The lower bound and its equality cases

Conversely, inserting either set of minimal sides into Heron's formula gives

4D² = 3m² = 3d⁴,

hence |D| = (√3/2) d². Lean treats the four orders separately and then compares squares of non-negative numbers.

```lean
/-- A triangle with squared sides `d², d², d²` or `d², d², 3 d²` in some order has
determinant `(√3/2) d²` in absolute value. -/
theorem det_of_minimalSides {d : ℝ} {p q r : Plane}
    (h : MinimalSides (d ^ 2) (dist p q ^ 2) (dist p r ^ 2) (dist q r ^ 2)) :
    |edgeDet p q r| = √3 / 2 * d ^ 2 := by
  have h4 : 4 * edgeDet p q r ^ 2 = 3 * (d ^ 2) ^ 2 := by
    rw [heron]
    rcases h with ⟨a, b, c⟩ | ⟨a, b, c⟩ | ⟨a, b, c⟩ | ⟨a, b, c⟩ <;> rw [a, b, c] <;> ring
  apply (sq_eq_sq₀ (abs_nonneg _) (by positivity)).mp
  rw [sq_abs, mul_pow, div_pow, Real.sq_sqrt (by norm_num)]
  linarith
```

Now suppose that |D| < (√3/2) d². Squaring gives 4D² < 3d⁴, so the sides are minimal. But then |D| = (√3/2) d², a contradiction. Hence

|D| ≥ (√3/2) d².

In words, the theorem takes a positive d and any three points satisfying `PackedTriangle d d`, and returns this bound. For d = 1 it reads |det(q − p, r − p)| ≥ √3/2.

```lean
/-- If three points are pairwise at least `d` apart and some point has equal distance at most `d`
from all three, then `|det(q - p, r - p)| ≥ (√3/2) d²`. -/
theorem delaunay_triangle_bound {d : ℝ} {p q r : Plane} (hd : 0 < d)
    (h : PackedTriangle d d p q r) : √3 / 2 * d ^ 2 ≤ |edgeDet p q r| := by
  by_contra hlt
  have hlt' := not_le.mp hlt
  have hsq := pow_lt_pow_left₀ hlt' (abs_nonneg _) two_ne_zero
  rw [sq_abs, mul_pow, div_pow, Real.sq_sqrt (by norm_num)] at hsq
  -- a smaller triangle would have minimal sides, hence exactly the minimal area
  have := det_of_minimalSides (minimalSides_of_det_le hd h (by linarith))
  linarith
```

The same two implications settle equality. It holds exactly for the equilateral triangle of side d and for the triangle with sides d, d, √3 d.

```lean
/-- For a packed triangle with circumradius at most `d`, the equality `|det(q - p, r - p)| = (√3/2)
d²` holds exactly when the squared sides are `d², d², d²` or `d², d², 3 d²` in some order. -/
theorem delaunay_triangle_eq_iff {d : ℝ} {p q r : Plane} (hd : 0 < d)
    (h : PackedTriangle d d p q r) :
    |edgeDet p q r| = √3 / 2 * d ^ 2 ↔
      MinimalSides (d ^ 2) (dist p q ^ 2) (dist p r ^ 2) (dist q r ^ 2) := by
  refine ⟨fun he => minimalSides_of_det_le hd h ?_, det_of_minimalSides⟩
  rw [← sq_abs, he, mul_pow, div_pow, Real.sq_sqrt (by norm_num)]
  linarith
```

## Disc area per triangle

The angles of a triangle add up to π, so the three disc sectors at its corners have the total area of half a disc, πd²/8. The triangle has area |D|/2 ≥ (√3/4) d², and

πd²/8 = (π/√12) · (√3/4) d² ≤ (π/√12) · |D|/2.

```lean
/-- Half the area of a disc of diameter `d` is at most `π/√12` times the area of a
packed triangle with circumradius at most `d`. -/
theorem half_disc_area_le {d : ℝ} {p q r : Plane} (hd : 0 < d)
    (h : PackedTriangle d d p q r) :
    Real.pi * (d / 2) ^ 2 / 2 ≤ Real.pi / √12 * (|edgeDet p q r| / 2) := by
  have h12 : √12 = 2 * √3 := by
    rw [show (12 : ℝ) = 2 ^ 2 * 3 by norm_num, Real.sqrt_mul (by positivity),
      Real.sqrt_sq (by norm_num)]
  have h3 : √3 ≠ 0 := by positivity
  have hb := delaunay_triangle_bound hd h
  calc Real.pi * (d / 2) ^ 2 / 2 = Real.pi / √12 * (√3 / 2 * d ^ 2 / 2) := by
        rw [h12]
        field_simp
    _ ≤ _ := by gcongr
```

The theorem compares areas for one triangle; it is not the theorem on the densest disc packing. One route to a global density is to take a Delaunay triangulation whose circumradii are all at most d and to sum over its triangles with control of the boundary; neither step is carried out here. In a simulation of hard discs in two dimensions, the inequality limits how small a Delaunay triangle can be, provided that its circumradius does not exceed the disc diameter.

## A larger circumradius permits a smaller area

Set d = 1, take ρ ≥ 1, and define

y = 1/(2ρ), x = √(1 − y²),
p = (0, 0), q = (x, y), r = (−x, y).

Two sides have length 1. The third has squared length 4x² = 4 − 4y² ≥ 3, so the separation condition holds. The point o = (0, ρ) is at distance ρ from p, and for q and r

x² + (y − ρ)² = 1 − 2ρy + ρ² = ρ².

The determinant is D = 2xy, so

3/4 − D² = (1 − 4y²)(3 − 4y²)/4.

At ρ = 1 we have y = 1/2 and |D| = √3/2. For ρ > 1 we have 0 < y < 1/2, both factors are positive, and |D| < √3/2. Thus the bound √3/2 fails as soon as the permitted circumradius exceeds the minimum separation.

The proof replaces 1/(2ρ) and the square root by variables y and x that keep only their defining equations. It then checks the three separations, the three distances from o and the two statements about D, in that order.

```lean
/-- For `ρ ≥ 1` an explicit isosceles triangle is packed with separation `1` and radius
bound `ρ`; its determinant is `√3/2` in absolute value at `ρ = 1` and smaller for `ρ > 1`. -/
theorem isosceles_witness {ρ : ℝ} (hρ : 1 ≤ ρ) :
    let p : Plane := !₂[0, 0]
    let q : Plane := !₂[√(1 - (1 / (2 * ρ)) ^ 2), 1 / (2 * ρ)]
    let r : Plane := !₂[-√(1 - (1 / (2 * ρ)) ^ 2), 1 / (2 * ρ)]
    PackedTriangle 1 ρ p q r ∧ (ρ = 1 → |edgeDet p q r| = √3 / 2) ∧
      (1 < ρ → |edgeDet p q r| < √3 / 2) := by
  have hy : 2 * ρ * (1 / (2 * ρ)) = 1 := mul_one_div_cancel (by positivity)
  generalize 1 / (2 * ρ) = y at hy ⊢
  have hy0 : 0 < y := by nlinarith
  have hy1 : y ≤ 1 / 2 := by nlinarith [mul_nonneg (sub_nonneg.2 hρ) hy0.le]
  have hy2 : y ^ 2 ≤ 1 / 4 := by nlinarith
  have hx : √(1 - y ^ 2) ^ 2 = 1 - y ^ 2 := Real.sq_sqrt (by linarith)
  generalize √(1 - y ^ 2) = x at hx ⊢
  intro p q r
  have dmk : ∀ a b c e : ℝ,
      dist (!₂[a, b] : Plane) !₂[c, e] ^ 2 = (a - c) ^ 2 + (b - e) ^ 2 := by
    intro a b c e
    rw [dist_sq]
    simp
  have hD : edgeDet p q r = 2 * x * y := by
    simp [p, q, r, edgeDet, Matrix.det_fin_two_of]
    ring
  have hD2 : (2 * x * y) ^ 2 = 4 * (1 - y ^ 2) * y ^ 2 := by
    linear_combination 4 * y ^ 2 * hx
  have hρ0 : 0 ≤ ρ := by linarith
  refine ⟨⟨?_, ?_, ?_, !₂[0, ρ], ρ, le_rfl, ?_, ?_, ?_⟩, ?_, ?_⟩
  · apply (sq_le_sq₀ zero_le_one dist_nonneg).mp
    rw [dmk]; nlinarith
  · apply (sq_le_sq₀ zero_le_one dist_nonneg).mp
    rw [dmk]; nlinarith
  · apply (sq_le_sq₀ zero_le_one dist_nonneg).mp
    rw [dmk]; nlinarith
  · apply (sq_eq_sq₀ dist_nonneg hρ0).mp
    rw [dmk]; ring
  · apply (sq_eq_sq₀ dist_nonneg hρ0).mp
    rw [dmk]; linear_combination hx - hy
  · apply (sq_eq_sq₀ dist_nonneg hρ0).mp
    rw [dmk]; linear_combination hx - hy
  · intro h1
    have hh : y = 1 / 2 := by rw [h1] at hy; linarith
    apply (sq_eq_sq₀ (abs_nonneg _) (by positivity)).mp
    rw [sq_abs, hD, hD2, div_pow, Real.sq_sqrt (by norm_num), hh]
    norm_num
  · intro h1
    have hh : y < 1 / 2 := by nlinarith [mul_pos (sub_pos.2 h1) hy0]
    have hh2 : y ^ 2 < 1 / 4 := by nlinarith
    apply abs_lt_of_sq_lt_sq _ (by positivity)
    rw [hD, hD2, div_pow, Real.sq_sqrt (by norm_num)]
    nlinarith [mul_pos (show 0 < 1 - 4 * y ^ 2 by linarith)
      (show 0 < 3 - 4 * y ^ 2 by linarith)]

end

end DelaunayTriangleBound
```

```lean
#print axioms DelaunayTriangleBound.delaunay_triangle_bound
-- 'DelaunayTriangleBound.delaunay_triangle_bound' depends on axioms: [propext, Classical.choice, Quot.sound]
#print axioms DelaunayTriangleBound.delaunay_triangle_eq_iff
-- 'DelaunayTriangleBound.delaunay_triangle_eq_iff' depends on axioms: [propext, Classical.choice, Quot.sound]
#print axioms DelaunayTriangleBound.half_disc_area_le
-- 'DelaunayTriangleBound.half_disc_area_le' depends on axioms: [propext, Classical.choice, Quot.sound]
```
